# The delta comb in plane waves: its secular equation and the 1/M tail of the secular sum

To find a negative energy of a particle in a one-dimensional delta comb with plane waves labelled by integers n, |n| ≤ M, one can solve a single scalar equation in place of a matrix eigenvalue problem, and then estimate what the discarded waves would have added to its sum. The file below proves that equation for energies E that differ from every kinetic energy, and for kinetic energies n², −1 ≤ E ≤ 0 and M ≥ 1 it places the discarded part between 2/(M+1) and 2/M.

```lean
import Mathlib

open Filter Topology

namespace PlaneWaveDeltaComb

noncomputable section

variable {K ι : Type*} [Field K] [Fintype ι]

/-- The delta-comb Hamiltonian in a finite plane-wave basis: kinetic energies `t n` on the
diagonal, and the same coupling `g` between every pair of plane waves. -/
def combHamiltonian [DecidableEq ι] (t : ι → K) (g : K) : Matrix ι ι K :=
  Matrix.diagonal t + g • Matrix.of (fun _ _ => 1)

/-- `E` is an energy of `H` if some nonzero vector `c` satisfies `H c = E c`. -/
def IsEnergy (H : Matrix ι ι K) (E : K) : Prop :=
  ∃ c : ι → K, c ≠ 0 ∧ H.mulVec c = E • c

/-- Component `n` of `H c` is `t n * c n` plus `g` times the sum of all the amplitudes. -/
theorem comb_mulVec [DecidableEq ι] (t : ι → K) (g : K) (c : ι → K) (n : ι) :
    (combHamiltonian t g).mulVec c n = t n * c n + g * ∑ m, c m := by
  simp only [combHamiltonian, Matrix.mulVec, dotProduct, Matrix.add_apply, Matrix.smul_apply,
    Matrix.of_apply, Matrix.diagonal_apply, smul_eq_mul, mul_one, add_mul,
    Finset.sum_add_distrib, ite_mul, zero_mul, Finset.sum_ite_eq, Finset.mem_univ, if_true,
    Finset.mul_sum]

/-- If `E` is none of the kinetic energies, a solution of `H c = E c` has amplitudes
`-g S / (t n - E)`, where `S` is the sum of all amplitudes. -/
theorem amplitude [DecidableEq ι] {t : ι → K} {g E : K} (hE : ∀ n, t n ≠ E) {c : ι → K}
    (hc : (combHamiltonian t g).mulVec c = E • c) (n : ι) :
    c n = -(g * ∑ m, c m) / (t n - E) := by
  have h := congrFun hc n
  rw [comb_mulVec, Pi.smul_apply, smul_eq_mul] at h
  rw [eq_div_iff (sub_ne_zero.mpr (hE n))]
  linear_combination h

/-- Secular equation: a number `E` that is none of the kinetic energies is an energy of the
delta comb exactly when `1 + g ∑ 1 / (t n - E) = 0`. -/
theorem isEnergy_iff [DecidableEq ι] {t : ι → K} {g E : K} (hE : ∀ n, t n ≠ E) :
    IsEnergy (combHamiltonian t g) E ↔ 1 + g * ∑ n, 1 / (t n - E) = 0 := by
  constructor
  · rintro ⟨c, hc0, hc⟩
    -- a vanishing total amplitude would make every amplitude vanish
    have hs : ∑ m, c m ≠ 0 := by
      intro hs
      apply hc0
      funext n
      rw [amplitude hE hc n, hs]
      simp
    have key : ∑ n, c n = -(g * ∑ m, c m) * ∑ n, 1 / (t n - E) :=
      calc ∑ n, c n = ∑ n, -(g * ∑ m, c m) * (1 / (t n - E)) :=
            Finset.sum_congr rfl (fun n _ => by
              rw [mul_one_div]
              exact amplitude hE hc n)
        _ = _ := (Finset.mul_sum _ _ _).symm
    apply mul_left_cancel₀ hs
    linear_combination key
  · intro h
    refine ⟨fun n => 1 / (t n - E), ?_, ?_⟩
    · intro h0
      have hz : ∀ n, 1 / (t n - E) = 0 := fun n => congrFun h0 n
      rw [Finset.sum_eq_zero (fun n _ => hz n)] at h
      simp at h
    · funext n
      rw [comb_mulVec, Pi.smul_apply, smul_eq_mul]
      show t n * (1 / (t n - E)) + g * ∑ m, 1 / (t m - E) = E * (1 / (t n - E))
      have h1 : (t n - E) * (1 / (t n - E)) = 1 :=
        mul_one_div_cancel (sub_ne_zero.mpr (hE n))
      linear_combination h1 + h

/-- The contribution of plane wave `n` to the tail beyond the cutoff `M`: it is
`1 / (n² - E)` for `|n| > M` and zero otherwise. Its domain is `E ≠ n²` for `|n| > M`. -/
def tailTerm (M : ℕ) (E : ℝ) (n : ℤ) : ℝ :=
  if (M : ℤ) < |n| then 1 / ((n : ℝ) ^ 2 - E) else 0

/-- The part of the secular sum omitted by the cutoff `M`, for `E ≠ n²` when `|n| > M`. -/
def omittedTail (M : ℕ) (E : ℝ) : ℝ := ∑' n : ℤ, tailTerm M E n

/-- For `x > 0` the series `∑ 1 / ((x + k)(x + k + 1))` over `k = 0, 1, 2, …` equals `1 / x`. -/
theorem hasSum_telescope {x : ℝ} (hx : 0 < x) :
    HasSum (fun k : ℕ => 1 / ((x + k) * (x + k + 1))) (1 / x) := by
  have hp : ∀ N : ℕ, ∑ k ∈ Finset.range N, 1 / ((x + k) * (x + k + 1))
      = 1 / x - 1 / (x + N) := by
    intro N
    induction N with
    | zero => simp
    | succ N ih =>
      have h1 : x + (N : ℝ) ≠ 0 := by positivity
      have h2 : x + (N : ℝ) + 1 ≠ 0 := by positivity
      have e : 1 / ((x + N) * (x + N + 1)) = 1 / (x + N) - 1 / (x + N + 1) := by
        rw [div_sub_div _ _ h1 h2]
        congr 1
        ring
      rw [Finset.sum_range_succ, ih, e]
      push_cast
      rw [← add_assoc]
      ring
  have h0 : Tendsto (fun N : ℕ => 1 / (x + (N : ℝ))) atTop (𝓝 0) :=
    tendsto_const_nhds.div_atTop
      (tendsto_atTop_add_const_left _ x tendsto_natCast_atTop_atTop)
  refine (hasSum_iff_tendsto_nat_of_nonneg (fun k => ?_) _).mpr ?_
  · positivity
  · simp_rw [hp]
    have h := h0.const_sub (1 / x)
    rw [sub_zero] at h
    exact h

/-- For `M ≥ 1` and `-1 ≤ E ≤ 0` the omitted tail converges and lies between
`2 / (M + 1)` and `2 / M`. -/
theorem omittedTail_bounds {M : ℕ} (hM : 1 ≤ M) {E : ℝ} (h1 : -1 ≤ E) (h0 : E ≤ 0) :
    Summable (tailTerm M E) ∧ 2 / ((M : ℝ) + 1) ≤ omittedTail M E ∧
      omittedTail M E ≤ 2 / (M : ℝ) := by
  have hM' : (0 : ℝ) < M := by exact_mod_cast hM
  have hl := hasSum_telescope (x := (M : ℝ) + 1) (by positivity)
  have hu := hasSum_telescope hM'
  -- each term lies between two telescoping terms
  have lo : ∀ k : ℕ, 1 / (((M : ℝ) + 1 + k) * ((M : ℝ) + 1 + k + 1))
      ≤ 1 / (((M : ℝ) + 1 + k) ^ 2 - E) := by
    intro k
    have hk : (0 : ℝ) ≤ k := Nat.cast_nonneg k
    have hq : 0 < ((M : ℝ) + 1 + k) ^ 2 := by positivity
    exact one_div_le_one_div_of_le (by linarith) (by nlinarith)
  have up : ∀ k : ℕ, 1 / (((M : ℝ) + 1 + k) ^ 2 - E)
      ≤ 1 / (((M : ℝ) + k) * ((M : ℝ) + k + 1)) := by
    intro k
    have hk : (0 : ℝ) ≤ k := Nat.cast_nonneg k
    exact one_div_le_one_div_of_le (by positivity) (by nlinarith)
  have hs : Summable (fun k : ℕ => 1 / (((M : ℝ) + 1 + k) ^ 2 - E)) :=
    Summable.of_nonneg_of_le (fun k => le_trans (by positivity) (lo k)) up hu.summable
  obtain ⟨s, hs⟩ := hs
  have hsl := hasSum_le lo hl hs
  have hsu := hasSum_le up hs hu
  -- waves with n > M, then their mirror images
  have hpos : HasSum (fun n : ℤ => if (M : ℤ) < n then 1 / ((n : ℝ) ^ 2 - E) else 0) s := by
    have inj : Function.Injective (fun k : ℕ => (M : ℤ) + 1 + (k : ℤ)) := by
      intro a b h
      have h' : (M : ℤ) + 1 + (a : ℤ) = (M : ℤ) + 1 + (b : ℤ) := h
      omega
    refine (inj.hasSum_iff ?_).mp ?_
    · intro n hn
      refine if_neg (fun h => hn ⟨(n - M - 1).toNat, ?_⟩)
      show (M : ℤ) + 1 + ((n - M - 1).toNat : ℤ) = n
      omega
    · convert hs using 1
      funext k
      have hk : (M : ℤ) < (M : ℤ) + 1 + (k : ℤ) := by omega
      show (if (M : ℤ) < (M : ℤ) + 1 + (k : ℤ) then
        1 / ((((M : ℤ) + 1 + (k : ℤ) : ℤ) : ℝ) ^ 2 - E) else 0) = _
      rw [if_pos hk]
      push_cast
      rfl
  have hneg := (Equiv.neg ℤ).hasSum_iff.mpr hpos
  have hneg' : HasSum (fun n : ℤ => if (M : ℤ) < -n then
      1 / (((-n : ℤ) : ℝ) ^ 2 - E) else 0) s := hneg
  have hall : HasSum (tailTerm M E) (s + s) := by
    convert hpos.add hneg' using 1
    funext n
    simp only [tailTerm, lt_abs, Int.cast_neg, neg_sq]
    by_cases a : (M : ℤ) < n <;> by_cases b : (M : ℤ) < -n
    · omega
    all_goals simp only [a, b, or_true, or_false, or_self, if_true, if_false, add_zero, zero_add]
  have ht : omittedTail M E = s + s := hall.tsum_eq
  have e1 : 2 / ((M : ℝ) + 1) = 1 / ((M : ℝ) + 1) + 1 / ((M : ℝ) + 1) := by ring
  have e2 : 2 / (M : ℝ) = 1 / (M : ℝ) + 1 / (M : ℝ) := by ring
  refine ⟨hall.summable, ?_, ?_⟩
  · rw [ht, e1]
    linarith
  · rw [ht, e2]
    linarith

/-- For fixed `-1 ≤ E ≤ 0`, the cutoff `M` times the omitted tail tends to `2`
as `M` grows. -/
theorem cutoff_mul_tail_tendsto {E : ℝ} (h1 : -1 ≤ E) (h0 : E ≤ 0) :
    Tendsto (fun M : ℕ => (M : ℝ) * omittedTail M E) atTop (𝓝 2) := by
  have hl : Tendsto (fun M : ℕ => 2 - 2 * (1 / ((M : ℝ) + 1))) atTop (𝓝 2) := by
    have h := ((tendsto_one_div_add_atTop_nhds_zero_nat (𝕜 := ℝ)).const_mul 2).const_sub 2
    rw [mul_zero, sub_zero] at h
    exact h
  refine tendsto_of_tendsto_of_tendsto_of_le_of_le' hl tendsto_const_nhds ?_ ?_
  · filter_upwards [eventually_ge_atTop 1] with M hM
    have hb := (omittedTail_bounds hM h1 h0).2.1
    have hc : 1 / ((M : ℝ) + 1) * ((M : ℝ) + 1) = 1 := one_div_mul_cancel (by positivity)
    calc 2 - 2 * (1 / ((M : ℝ) + 1)) = (M : ℝ) * (2 / ((M : ℝ) + 1)) := by
          linear_combination (-2) * hc
      _ ≤ _ := mul_le_mul_of_nonneg_left hb (Nat.cast_nonneg M)
  · filter_upwards [eventually_ge_atTop 1] with M hM
    have hM' : (0 : ℝ) < M := by exact_mod_cast hM
    have hb := (le_div_iff₀ hM').mp (omittedTail_bounds hM h1 h0).2.2
    linarith

/-- Let `M ≥ 1` and let `-1 ≤ E < 0` be an energy of the comb truncated to `|n| ≤ M`, with
kinetic energies `n²`. At `E` the secular function of the complete basis has absolute value
between `2|g| / (M + 1)` and `2|g| / M`. -/
theorem truncated_energy_residual {M : ℕ} (hM : 1 ≤ M) {g E : ℝ} (h1 : -1 ≤ E) (h0 : E < 0)
    (h : IsEnergy (combHamiltonian
      (fun n : Finset.Icc (-(M : ℤ)) (M : ℤ) => ((n : ℤ) : ℝ) ^ 2) g) E) :
    |g| * (2 / ((M : ℝ) + 1)) ≤ |1 + g * ∑' n : ℤ, 1 / ((n : ℝ) ^ 2 - E)| ∧
      |1 + g * ∑' n : ℤ, 1 / ((n : ℝ) ^ 2 - E)| ≤ |g| * (2 / (M : ℝ)) := by
  obtain ⟨hsum, hlo, hup⟩ := omittedTail_bounds hM h1 h0.le
  have hsec : 1 + g * ∑ n : Finset.Icc (-(M : ℤ)) (M : ℤ),
      1 / (((n : ℤ) : ℝ) ^ 2 - E) = 0 :=
    (isEnergy_iff (fun n hn => by
      have hn' : ((n : ℤ) : ℝ) ^ 2 = E := hn
      linarith [sq_nonneg ((n : ℤ) : ℝ)])).mp h
  have hc : ∑ n : Finset.Icc (-(M : ℤ)) (M : ℤ), 1 / (((n : ℤ) : ℝ) ^ 2 - E)
      = ∑ n ∈ Finset.Icc (-(M : ℤ)) (M : ℤ), 1 / ((n : ℝ) ^ 2 - E) :=
    Finset.sum_coe_sort (Finset.Icc (-(M : ℤ)) (M : ℤ)) (fun n : ℤ => 1 / ((n : ℝ) ^ 2 - E))
  rw [hc] at hsec
  -- the complete sum is the retained part plus the omitted tail
  have hfin : HasSum (fun n : ℤ => if (M : ℤ) < |n| then (0 : ℝ) else 1 / ((n : ℝ) ^ 2 - E))
      (∑ n ∈ Finset.Icc (-(M : ℤ)) (M : ℤ), 1 / ((n : ℝ) ^ 2 - E)) := by
    have hin : ∀ n ∈ Finset.Icc (-(M : ℤ)) (M : ℤ),
        (if (M : ℤ) < |n| then (0 : ℝ) else 1 / ((n : ℝ) ^ 2 - E)) = 1 / ((n : ℝ) ^ 2 - E) :=
      fun n hn => if_neg (not_lt.mpr (abs_le.mpr (Finset.mem_Icc.mp hn)))
    rw [← Finset.sum_congr rfl hin]
    apply hasSum_sum_of_ne_finset_zero
    intro n hn
    refine if_pos ?_
    by_contra hlt
    exact hn (Finset.mem_Icc.mpr (abs_le.mp (not_lt.mp hlt)))
  have hsplit : ∑' n : ℤ, 1 / ((n : ℝ) ^ 2 - E)
      = ∑ n ∈ Finset.Icc (-(M : ℤ)) (M : ℤ), 1 / ((n : ℝ) ^ 2 - E) + omittedTail M E := by
    refine Eq.trans (tsum_congr (fun n => ?_)) (hfin.add hsum.hasSum).tsum_eq
    by_cases hn : (M : ℤ) < |n| <;>
      simp only [tailTerm, hn, if_true, if_false, zero_add, add_zero]
  have hres : 1 + g * ∑' n : ℤ, 1 / ((n : ℝ) ^ 2 - E) = g * omittedTail M E := by
    rw [hsplit]
    linear_combination hsec
  have hnn : 0 ≤ omittedTail M E := le_trans (by positivity) hlo
  rw [hres, abs_mul, abs_of_nonneg hnn]
  exact ⟨mul_le_mul_of_nonneg_left hlo (abs_nonneg g),
    mul_le_mul_of_nonneg_left hup (abs_nonneg g)⟩

end

end PlaneWaveDeltaComb
```

```lean
#print axioms PlaneWaveDeltaComb.isEnergy_iff
-- 'PlaneWaveDeltaComb.isEnergy_iff' depends on axioms: [propext, Classical.choice, Quot.sound]
#print axioms PlaneWaveDeltaComb.cutoff_mul_tail_tendsto
-- 'PlaneWaveDeltaComb.cutoff_mul_tail_tendsto' depends on axioms: [propext, Classical.choice, Quot.sound]
#print axioms PlaneWaveDeltaComb.truncated_energy_residual
-- 'PlaneWaveDeltaComb.truncated_energy_residual' depends on axioms: [propext, Classical.choice, Quot.sound]
```

## The comb as a matrix

Take a potential λ Σ_j δ(x − ja) with period a and strength λ. Between two normalised plane waves of the cell, its matrix element is λ/a, whichever two waves are chosen, because a delta function has equal Fourier components at all wavelengths. This constant is the coupling g, and the Hamiltonian is

H_nm = t_n δ_nm + g,

where t_n is the kinetic energy of wave n. In the file this is `combHamiltonian t g`, for a finite index type `ι` and any field `K`; the real and complex numbers are the physical cases.

The statement `IsEnergy H E` says that some nonzero vector c satisfies H c = E c. The vector need not be normalised.

The choice t_n = n² belongs to zero crystal momentum, with energies (and g) measured in units of ħ²(2π/a)²/(2μ), μ being the particle's mass. Other crystal momenta shift n inside the square. The secular equation allows for that, since it holds for any t, but the tail estimates are stated for n² only.

## The secular equation

Write S = Σ_m c_m for the total amplitude, which is proportional to the wave function at the position of the delta. Row n of H c = E c reads

t_n c_n + g S = E c_n.

The left side is the content of `comb_mulVec`. If E ≠ t_n for every n, division gives the amplitudes, as in `amplitude`:

c_n = −g S / (t_n − E).

S cannot be zero, since then every c_n would vanish. Summing over n gives

S = −g S Σ_n 1/(t_n − E),

and cancelling S leaves

1 + g Σ_n 1/(t_n − E) = 0.

Conversely, suppose that this equation holds and put c_n = 1/(t_n − E). Then (t_n − E) c_n = 1 and g Σ_m c_m = −1, so

t_n c_n + g Σ_m c_m = E c_n + 1 − 1 = E c_n.

The vector is nonzero, because otherwise the secular equation would read 1 = 0. For real energies the normalised state has amplitudes c_n / √(Σ_m c_m²).

The theorem `isEnergy_iff` contains both directions. Its first half derives `hs`, the statement S ≠ 0, and then cancels S with `mul_left_cancel₀`; its second half supplies the vector above. The calls to `linear_combination` do the algebra of the displayed lines.

The hypothesis `hE : ∀ n, t n ≠ E` excludes real physics as well as a vanishing denominator. With t_n = n², the odd combination of the waves n and −n, for n ≠ 0, has S = 0. It has a node at the delta and keeps the energy n² for every g, so the secular equation does not describe it.

## The waves beyond the cutoff

The discarded part of the sum is

T_M(E) = Σ_{|n|>M} 1/(n² − E),

written `omittedTail M E`. It is a sum over all integers in which `tailTerm` gives zero to the retained waves. The theorem `omittedTail_bounds` also states that the series is summable, which matters because Lean assigns the value 0 to a divergent `∑'`.

The bounds come from a telescoping series. For x > 0,

1/((x+k)(x+k+1)) = 1/(x+k) − 1/(x+k+1),

so the first N terms add up to 1/x − 1/(x+N), which tends to 1/x. This is `hasSum_telescope`, with the partial sums proved by induction.

Now let n ≥ M+1. Since −1 ≤ E ≤ 0,

n(n−1) ≤ n² − E ≤ n(n+1),

and taking reciprocals gives

1/(n(n+1)) ≤ 1/(n² − E) ≤ 1/((n−1)n).

Summed over n ≥ M+1, the left side telescopes to 1/(M+1) and the right side to 1/M. The waves with n < −M contribute the same amount again, so

2/(M+1) ≤ T_M(E) ≤ 2/M.

In the proof n is written as M+1+k with k = 0, 1, 2, …. The steps `lo` and `up` are the two termwise inequalities, `hpos` transfers the sum over k to the integers n > M, and `Equiv.neg ℤ` supplies the mirror images. The comparison needs only −n ≤ E ≤ n for the omitted waves, so the argument by hand has room for a wider range of energies than the theorem states.

Multiplying the bounds by M gives

2M/(M+1) ≤ M T_M(E) ≤ 2,

and both ends tend to 2. This is `cutoff_mul_tail_tendsto`: at fixed E in the stated range, the tail falls off as 2/M to leading order.

## A truncated energy in the complete equation

Let F(E) = 1 + g Σ_n 1/(n² − E), with n running over all integers. If an energy E of the truncated matrix satisfies −1 ≤ E < 0, the truncated secular equation holds, so the retained terms cancel the 1 in F(E), and what remains is

F(E) = g T_M(E).

Hence |F(E)| lies between 2|g|/(M+1) and 2|g|/M, as `truncated_energy_residual` states. Its proof splits the complete sum into retained and omitted parts (`hsplit`) and applies the two earlier theorems. The value E = 0 is excluded here because the wave n = 0 has exactly that kinetic energy.

This theorem bounds a residual of the secular equation, and the error of the energy itself is a further question. To first order, the correction to the energy is −F(E)/F′(E), which equals −T_M(E) / Σ_n 1/(n² − E)². For this non-interacting particle in one dimension, the residual shows how slowly plane waves resolve a potential as sharp as a delta: the cutoff energy is M², so halving the residual takes roughly four times the cutoff energy.

## Solving for the energy at a finite cutoff

With M = 1 and g = −3/10, the truncated equation is

1 − (3/10) (−1/E + 2/(1 − E)) = 0,

and E = −1/2 solves it, since the bracket is then 2 + 4/3 = 10/3. The theorem puts |F(−1/2)| between 0.3 and 0.6. Solving F(E) = 0 numerically for negative E gives E ≈ −0.90, so three waves are far too few for this coupling.

A calculation can raise M, or it can add an estimate of the tail to the retained sum before solving for E. The midpoint of the two bounds,

(2M+1)/(M(M+1)),

differs from T_M(E) by at most 1/(M(M+1)) for E in the stated range. At M = 10 it is about 0.191, with an error guaranteed to be below 0.01, whereas leaving the tail out neglects at least 0.18. The correction costs no additional plane waves.

## The comb as an operator on the whole cell

In the file, the complete basis enters only through the function F; no Hamiltonian on infinitely many plane waves is defined. A different model would start from the self-adjoint operator on the periodic cell, with the delta introduced through the energy expression ∫|ψ′|² + λ|ψ(0)|², in units where ħ²/(2μ) = 1. The all-ones matrix is not a bounded operator on the square-summable amplitudes, so the domain would need care. In return, the zeros of F at negative E could be identified with energies of the actual comb, and the last theorem would become a statement about how nearly a truncated energy satisfies the exact eigenvalue condition.
